# If \([x,p]=1\) for some pair, a bracket obeying both product rules is a central multiple of the commutator

The classical Poisson bracket is built from derivatives with respect to coordinates and momenta. For quantum observables the bracket is taken here as an unknown map \(P\) that sends two observables to a third and is constrained only by the product rule in each argument. An observable here is any element of an associative ring \(A\) with unit, in which the order of factors may matter; it need not be self-adjoint, since a product of self-adjoint operators need not be. No Hilbert space, adjoint or topology enters, and \(P\) is not assumed to be additive, antisymmetric or subject to the Jacobi identity.

```lean
import Mathlib

open Polynomial

namespace DiracQuantization

noncomputable section
```

The commutator is \([u,v]=uv-vu\), written `comm u v` in Lean.

```lean
/-- The commutator `[u, v] = u v - v u` of two observables. -/
def comm {A : Type*} [Ring A] (u v : A) : A := u * v - v * u
```

The product rules keep every factor on the side where it stood:

\[
P(uv,w)=u\,P(v,w)+P(u,w)\,v,\qquad P(u,vw)=v\,P(u,w)+P(u,v)\,w .
\]

A proof of `IsLeibnizBracket P` consists of these two rules for all \(u,v,w\in A\).

```lean
/-- A bracket on a ring of observables that obeys the product rule in each argument,
with the order of the factors kept. -/
structure IsLeibnizBracket {A : Type*} [Ring A] (P : A → A → A) : Prop where
  leibniz_left : ∀ u v w, P (u * v) w = u * P v w + P u w * v
  leibniz_right : ∀ u v w, P u (v * w) = v * P u w + P u v * w
```

## Expanding \(P(uw,vz)\) in two orders

Take four observables \(u,v,w,z\). Opening the first argument and then the second gives

\[
P(uw,vz)=uv\,P(w,z)+u\,P(w,v)\,z+v\,P(u,z)\,w+P(u,v)\,zw .
\]

Opening the second argument first gives

\[
P(uw,vz)=vu\,P(w,z)+v\,P(u,z)\,w+u\,P(w,v)\,z+P(u,v)\,wz .
\]

The two middle terms agree. Equating the expansions leaves \(uv\,P(w,z)+P(u,v)\,zw=vu\,P(w,z)+P(u,v)\,wz\). Rearranged, this is the exchange identity

\[
[u,v]\,P(w,z)=P(u,v)\,[w,z].
\]

In the proof, `h1` and `h2` are the two expansions and `h` equates them. The last line subtracts `h` from the goal and lets `noncomm_ring` cancel terms without reordering factors.

```lean
variable {A : Type*} [Ring A] {P : A → A → A}

/-- If `P` obeys both product rules, then `[u, v] P(w, z) = P(u, v) [w, z]` for any four
observables. -/
theorem comm_mul_bracket (hP : IsLeibnizBracket P) (u v w z : A) :
    comm u v * P w z = P u v * comm w z := by
  -- expand the bracket of two products, first argument first
  have h1 : P (u * w) (v * z)
      = u * (v * P w z + P w v * z) + (v * P u z + P u v * z) * w := by
    rw [hP.leibniz_left, hP.leibniz_right, hP.leibniz_right]
  -- and again, second argument first
  have h2 : P (u * w) (v * z)
      = v * (u * P w z + P u z * w) + (u * P w v + P u v * w) * z := by
    rw [hP.leibniz_right, hP.leibniz_left, hP.leibniz_left]
  have h := h1.symm.trans h2
  simp only [comm]
  linear_combination (norm := noncomm_ring) h
```

## A canonical pair fixes the bracket

Suppose now that \(P\) obeys both product rules and that some \(x,p\in A\) satisfy \([x,p]=1\), and put \(c=P(x,p)\). The exchange identity for \(x,p,u,v\) reads \([x,p]\,P(u,v)=P(x,p)\,[u,v]\), so

\[
P(u,v)=c\,[u,v].
\]

To see that \(c\) commutes with every \(a\in A\), compute \(P(ax,p)\) twice. The formula just found, with \([ax,p]=a[x,p]+[a,p]x\), gives

\[
P(ax,p)=c\,a+c\,[a,p]\,x ,
\]

while the product rule gives

\[
P(ax,p)=a\,P(x,p)+P(a,p)\,x=a\,c+c\,[a,p]\,x .
\]

Cancelling the common term leaves \(ca=ac\). In Lean, `key` is the formula for \(P\), `e` is the expansion of \([ax,p]\), and `add_right_cancel` removes the common term.

The condition \([x,p]=1\) is the canonical commutation relation in normalised form: a physical pair with commutator \(i\hbar\), \(\hbar\neq0\), satisfies it after one member is divided by \(i\hbar\). Complex \(n\times n\) matrices with \(n\ge1\) contain no such pair, because a commutator has trace zero and the unit matrix has trace \(n\). The theorem therefore does not apply to the matrices obtained by truncation to a finite basis. An algebra of operators that does contain such a pair is given below, acting on polynomials.

```lean
/-- If some pair of observables has `[x, p] = 1`, then `c = P(x, p)` commutes with every
observable, and the bracket is `P(u, v) = c [u, v]`. -/
theorem bracket_eq_central_mul_comm (hP : IsLeibnizBracket P) {x p : A}
    (hxp : comm x p = 1) :
    (∀ a, P x p * a = a * P x p) ∧ ∀ u v, P u v = P x p * comm u v := by
  have key : ∀ u v, P u v = P x p * comm u v := by
    intro u v
    have h := comm_mul_bracket hP x p u v
    rw [hxp, one_mul] at h
    exact h
  refine ⟨fun a => ?_, key⟩
  -- compare the product rule for P(a x, p) with the one for the commutator
  have h := hP.leibniz_left a x p
  have e : comm (a * x) p = a * comm x p + comm a p * x := by
    simp only [comm]
    noncomm_ring
  rw [key (a * x) p, key a p, e, hxp, mul_one, mul_add, ← mul_assoc] at h
  exact add_right_cancel h
```

Conversely, every central \(c\) yields a bracket of this kind. For the first argument,

\[
c\,[uv,w]=c\,u\,[v,w]+c\,[u,w]\,v=u\,\bigl(c\,[v,w]\bigr)+\bigl(c\,[u,w]\bigr)\,v ,
\]

where centrality moves \(c\) past \(u\). For the second argument it moves \(c\) past \(v\) in the same way:

\[
c\,[u,vw]=c\,v\,[u,w]+c\,[u,v]\,w=v\,\bigl(c\,[u,w]\bigr)+\bigl(c\,[u,v]\bigr)\,w .
\]

```lean
/-- Conversely, a central element times the commutator obeys the product rule in each
argument. -/
theorem central_mul_comm_isLeibnizBracket {c : A} (hc : ∀ a, c * a = a * c) :
    IsLeibnizBracket (fun u v => c * comm u v) := by
  constructor
  · intro u v w
    rw [← mul_assoc u c, ← hc u]
    simp only [comm]
    noncomm_ring
  · intro u v w
    rw [← mul_assoc v c, ← hc v]
    simp only [comm]
    noncomm_ring
```

Additivity is now a consequence. Since the commutator is additive in each argument,

\[
P(u+v,w)=c\,[u+v,w]=c\,[u,w]+c\,[v,w]=P(u,w)+P(v,w),
\]

and likewise \(P(w,u+v)=P(w,u)+P(w,v)\).

```lean
/-- When some pair has `[x, p] = 1`, the product rules alone make the bracket additive in
each argument. -/
theorem bracket_biadditive (hP : IsLeibnizBracket P) {x p : A} (hxp : comm x p = 1)
    (u v w : A) :
    P (u + v) w = P u w + P v w ∧ P w (u + v) = P w u + P w v := by
  obtain ⟨-, h⟩ := bracket_eq_central_mul_comm hP hxp
  constructor
  · rw [h (u + v) w, h u w, h v w]
    simp only [comm]
    noncomm_ring
  · rw [h w (u + v), h w u, h w v]
    simp only [comm]
    noncomm_ring
```

Without the canonical pair this can fail. On the real numbers let \(D(u)=u\ln|u|\) for \(u\neq0\) and \(D(0)=0\), so that \(D(uv)=u\,D(v)+D(u)\,v\). Then \(P(u,v)=D(u)D(v)\) obeys both product rules, yet \(P(1,2)+P(1,2)=0\) while \(P(1+1,2)=(2\ln2)^2\).

## Planck's constant as the common factor

Let the observables form a complex algebra, and let one pair have the classical bracket value \(P(x,p)=1\) together with \([x,p]=i\hbar\). The exchange identity for \(u,v,x,p\) becomes

\[
[u,v]=[u,v]\,P(x,p)=P(u,v)\,[x,p]=i\hbar\,P(u,v).
\]

Here \(\hbar\) is any real number. In the Lean theorem the bracket is called `Q`, and \(i\hbar\) appears as the scalar `(Complex.I * (ħ : ℂ))` acting on the unit. That the commutator of this one pair equals \(i\hbar\) is postulated: it stands for the measured scale of quantum effects, which the algebra does not determine. The theorem carries the factor from one pair to all observables. It does not assign operators to classical functions, since \(P\) acts on the quantum observables themselves.

```lean
/-- If `Q` obeys both product rules and one pair has `Q(x, p) = 1` and `[x, p] = iħ`, then `[u, v] =
iħ Q(u, v)` for all observables. -/
theorem dirac_quantum_condition {B : Type*} [Ring B] [Algebra ℂ B] {Q : B → B → B}
    (hQ : IsLeibnizBracket Q) {x p : B} {ħ : ℝ} (hcan : Q x p = 1)
    (hxp : comm x p = (Complex.I * (ħ : ℂ)) • (1 : B)) (u v : B) :
    comm u v = (Complex.I * (ħ : ℂ)) • Q u v := by
  have h := comm_mul_bracket hQ u v x p
  rw [hcan, hxp, mul_one, mul_smul_comm, mul_one] at h
  exact h
```

A system with several degrees of freedom has several pairs. If \(P(x,p)=1\) and \(P(y,q)=1\), the exchange identity for \(x,p,y,q\) reduces to

\[
[x,p]=[x,p]\,P(y,q)=P(x,p)\,[y,q]=[y,q],
\]

so two degrees of freedom under one bracket that obeys both product rules cannot have different values of Planck's constant.

```lean
/-- Two pairs of observables whose brackets are both `1` have the same commutator. -/
theorem comm_eq_of_canonical_pairs (hP : IsLeibnizBracket P) {x p y q : A}
    (hxp : P x p = 1) (hyq : P y q = 1) : comm x p = comm y q := by
  have h := comm_mul_bracket hP x p y q
  rw [hxp, hyq, mul_one, one_mul] at h
  exact h
```

If one of these pairs is classical, with \(P(y,q)=1\) but \([y,q]=0\), then for all \(u,v\)

\[
[u,v]=[u,v]\,P(y,q)=P(u,v)\,[y,q]=0 .
\]

This bears on mixed quantum–classical dynamics, such as classical nuclei coupled to quantum electrons: a single bracket that obeys both product rules on all observables, with value \(1\) on a classical pair, forces the electronic observables to commute as well. Schemes that do not use such a bracket are not affected.

```lean
/-- If one pair with bracket `1` commutes, then all observables commute. -/
theorem all_commute_of_classical_pair (hP : IsLeibnizBracket P) {y q : A}
    (hyq : P y q = 1) (hcl : comm y q = 0) (u v : A) : comm u v = 0 := by
  have h := comm_mul_bracket hP u v y q
  rw [hyq, hcl, mul_one, mul_zero] at h
  exact h
```

## Polynomial wave functions

A concrete canonical pair acts on complex polynomials in one variable \(X\). Position is multiplication by \(X\).

```lean
/-- The position operator on polynomial wave functions: multiplication by `X`. -/
def position : Module.End ℂ ℂ[X] := LinearMap.mulLeft ℂ X
```

Momentum is \(-k\,d/dX\) with a complex number \(k\); the choice \(k=i\hbar\) gives the usual \(-i\hbar\,d/dX\).

```lean
/-- The operator `-k d/dX` on polynomial wave functions. -/
def momentum (k : ℂ) : Module.End ℂ ℂ[X] := -(k • derivative)
```

On a polynomial \(f\) the commutator acts as

\[
X(-kf')+k\,(Xf)'=-kXf'+kf+kXf'=kf ,
\]

so it equals \(k\) times the identity operator. For \(k\neq0\) the bracket \(k^{-1}[u,v]\) obeys both product rules, because \(k^{-1}\) times the identity is central, and its value on this pair is \(k^{-1}k=1\). With \(k=1\) the pair satisfies \([x,p]=1\); with \(k=i\hbar\) it satisfies the assumptions of `dirac_quantum_condition`. The polynomials serve only as a space for the operators to act on: they are not normalisable on the line, and no inner product is used.

In the proof, `LinearMap.ext` reduces equality of operators to equality on every \(f\), and `change` displays the expression above. The product rules come from `central_mul_comm_isLeibnizBracket`.

```lean
/-- On polynomial wave functions, position and `-k d/dX` have commutator `k`; for `k ≠ 0` the
commutator divided by `k` obeys both product rules and takes the value `1` on this pair. -/
theorem quantum_bracket_witness {k : ℂ} (hk : k ≠ 0) :
    comm position (momentum k) = k • (1 : Module.End ℂ ℂ[X]) ∧
    IsLeibnizBracket (fun u v => (k⁻¹ • (1 : Module.End ℂ ℂ[X])) * comm u v) ∧
    (k⁻¹ • (1 : Module.End ℂ ℂ[X])) * comm position (momentum k) = 1 := by
  have h : comm position (momentum k) = k • (1 : Module.End ℂ ℂ[X]) := by
    apply LinearMap.ext
    intro f
    change X * (-(k • derivative f)) - (-(k • derivative (X * f))) = k • f
    rw [derivative_mul, derivative_X, one_mul, smul_add, mul_neg, mul_smul_comm]
    abel
  refine ⟨h, central_mul_comm_isLeibnizBracket fun a => ?_, ?_⟩
  · rw [smul_mul_assoc, one_mul, mul_smul_comm, mul_one]
  · rw [h, smul_mul_assoc, one_mul, smul_smul, inv_mul_cancel₀ hk, one_smul]
```

## The classical bracket as counter-example

The formula \(P(u,v)=c\,[u,v]\) can fail when no pair with \([x,p]=1\) is available. Take complex polynomials in a coordinate \(X_0\) and a momentum \(X_1\), with the ordinary Poisson bracket

\[
\{f,g\}=\partial_0 f\,\partial_1 g-\partial_1 f\,\partial_0 g .
\]

```lean
/-- The classical Poisson bracket on polynomials in one coordinate and one momentum. -/
def poisson (f g : MvPolynomial (Fin 2) ℂ) : MvPolynomial (Fin 2) ℂ :=
  MvPolynomial.pderiv 0 f * MvPolynomial.pderiv 1 g
    - MvPolynomial.pderiv 1 f * MvPolynomial.pderiv 0 g
```

Each partial derivative obeys \(\partial(uv)=u\,\partial v+(\partial u)\,v\), and the factors commute, so

\[
\{uv,w\}=u\,\{v,w\}+\{u,w\}\,v,\qquad \{u,vw\}=v\,\{u,w\}+\{u,v\}\,w .
\]

Moreover \(\{X_0,X_1\}=1\cdot1-0\cdot0=1\), while \([X_0,X_1]=0\). Any multiple \(c\,[X_0,X_1]\) vanishes, so no \(c\) reproduces the bracket. The exchange identity still holds, but it reads \(0=0\) in a commutative ring and places no restriction on \(P\).

The Lean proof expands the derivatives with `Derivation.leibniz` and closes the product rules with `ring`, which may reorder factors here because the polynomials commute.

```lean
/-- The classical Poisson bracket obeys both product rules, and the coordinate and momentum
have Poisson bracket `1` and commutator `0`. -/
theorem classical_bracket_witness :
    IsLeibnizBracket poisson ∧
    poisson (MvPolynomial.X 0) (MvPolynomial.X 1) = 1 ∧
    comm (MvPolynomial.X 0 : MvPolynomial (Fin 2) ℂ) (MvPolynomial.X 1) = 0 := by
  refine ⟨⟨fun u v w => ?_, fun u v w => ?_⟩, ?_, ?_⟩
  · simp only [poisson, Derivation.leibniz, smul_eq_mul]
    ring
  · simp only [poisson, Derivation.leibniz, smul_eq_mul]
    ring
  · simp [poisson, MvPolynomial.pderiv_X]
  · simp only [comm]
    ring

end

end DiracQuantization
```

```lean
#print axioms DiracQuantization.bracket_eq_central_mul_comm
-- 'DiracQuantization.bracket_eq_central_mul_comm' depends on axioms: [propext]
#print axioms DiracQuantization.bracket_biadditive
-- 'DiracQuantization.bracket_biadditive' depends on axioms: [propext]
#print axioms DiracQuantization.comm_eq_of_canonical_pairs
-- 'DiracQuantization.comm_eq_of_canonical_pairs' depends on axioms: [propext]
#print axioms DiracQuantization.all_commute_of_classical_pair
-- 'DiracQuantization.all_commute_of_classical_pair' depends on axioms: [propext]
```
